# Without gradient terms, the rVV10 kernel is more negative than the VV10 kernel for unequal densities at equal b

## Two points at short distance

Take two points with dampings $k=1$ and $k'=4$, so close together that $R$ can be set to zero in the kernels. This is an idealisation, since points that coincide have the same density and damping. The VV10 kernel is then $-3/[2kk'(k+k')]=-3/40$, while the rVV10 kernel is $-3/[2kk'\cdot 2\sqrt{kk'}]=-3/32$. The revised kernel is more negative because it has twice the geometric mean of the dampings where the original has twice the arithmetic mean.

## The two kernels at finite distance

VV10 and rVV10 are nonlocal correlation functionals for dispersion. Each point has a density $n>0$, a local frequency $w$ and a damping $k$. With the gradient contribution to the frequency omitted,

$$w=a\,n^{1/2},\qquad k=c\,n^{1/6},\qquad a,c>0.$$

Here $a$ sets the scale of the local plasma frequency, and $c$ is proportional to the parameter $b$ that controls short-range damping. Primes mark the second point. With $g=wR^2+k$ and $z=1+wR^2/k$, the kernels are

$$\Phi_{\rm V}=\frac{-3}{2gg'(g+g')},\qquad \Phi_{\rm r}=\frac{-3}{2(kk')^{3/2}zz'(z+z')}.$$

Since $g=kz$ and $(kk')^{3/2}=kk'\sqrt{kk'}$, both denominators contain $2kk'zz'$. What remains is $kz+k'z'$ for VV10 and $\sqrt{kk'}(z+z')$ for rVV10.

## Why the rVV10 kernel is lower for unequal densities

Expanding the products gives

$$kz+k'z'=\tfrac12(k+k')(z+z')+\tfrac12(k-k')(z-z').$$

Moreover, $z-z'=R^2(w/k-w'/k')$ and $w/k=(a/c)\,n^{1/3}$. Both $k$ and $w/k$ grow with density, so the last term is nonnegative. For $n\ne n'$ we have $k\neq k'$, hence $\sqrt{kk'}<\frac12(k+k')$ and

$$\sqrt{kk'}(z+z')<kz+k'z'.$$

The smaller positive denominator belongs to rVV10, so $\Phi_{\rm r}<\Phi_{\rm V}$ at every $R$.

The inequality of the means alone settles only $R=0$; at finite distance the ordering of $w/k$ matters. For a purely algebraic illustration, take $k=1$, $k'=4$ and $w'=0$, although a point of positive density has $w'>0$. The factors to compare are then $2(z+1)$ for rVV10 and $z+4$ for VV10, and the order reverses once $z>2$. The Lean text proves the reversal for positive $w'$ too, when $R\neq0$ and $w$ is large enough.

## Refitting the damping

For quadrature weights $q_i>0$, consider

$$E=\tfrac12\sum_{i,j}q_in_i\,q_jn_j\,\Phi_{ij}.$$

Pairs of equal density have equal kernels. One unequal pair therefore makes $E_{\rm r}(c)<E_{\rm V}(c)$.

Now write $k=cp$ with $p=n^{1/6}$. Since $cz=c+wR^2/p$,

$$\Phi_{\rm r}=\frac{-3}{2(wR^2+cp)(w'R^2+cp')\sqrt{pp'}\,(wR^2/p+w'R^2/p'+2c)}.$$

Every factor containing $c$ is positive, increases strictly and grows without bound. Thus $E_{\rm r}$ rises strictly and continuously to zero. Since $E_{\rm r}(c)<E_{\rm V}(c)<0$, it takes the value $E_{\rm V}(c)$ at some $c'>c$, and by monotonicity at no other positive parameter.

This bears on carrying $b$ over from VV10 to rVV10 in density functional calculations, but only for the double sum of a gradient-free model on a finite grid. Both functionals also contain a term $\beta\int n$, whose coefficient $\beta$ depends on $b$. It cancels between them at equal $b$ but changes when $b$ is refitted, and it is left out here.

## Reading the Lean statements

`pairKernel` inserts `frequency` and `damping` into either kernel. `rVV10_lt_VV10` is the pair inequality, for every real `R`. In the docstrings, "more attractive" means a more negative kernel, not a stronger force. In `energy`, the finite type `ι` labels grid points, `q` and `n` are weights and densities, and `x` gives positions in three dimensions. The double sum includes the diagonal terms.

The hypothesis `hij : n i ≠ n j` expresses nonuniformity. `refitted_damping_larger` gives the parameter `c'` and its uniqueness among positive parameters. The fit keeps `a` and the density fixed and targets the VV10 energy of that one density, not reference data.

```lean
import Mathlib

open Filter Topology

namespace RVV10Overattraction

noncomputable section

/-- The stretch factor `z = 1 + w R² / k` at distance `R`, for damping `k ≠ 0`. -/
def stretch (w k R : ℝ) : ℝ := 1 + w * R ^ 2 / k

/-- The VV10 kernel `-3 / (2 g g' (g + g'))` with `g = w R² + k`, for `w, w' ≥ 0` and
`k, k' > 0`. -/
def VV10 (w k w' k' R : ℝ) : ℝ :=
  -3 / (2 * (w * R ^ 2 + k) * (w' * R ^ 2 + k') * ((w * R ^ 2 + k) + (w' * R ^ 2 + k')))

/-- The rVV10 kernel `-3 / (2 (k k')^(3/2) z z' (z + z'))`, for `w, w' ≥ 0` and `k, k' > 0`. -/
def rVV10 (w k w' k' R : ℝ) : ℝ :=
  -3 / (2 * (k * k') ^ (3 / 2 : ℝ) * stretch w k R * stretch w' k' R *
    (stretch w k R + stretch w' k' R))

/-- The local frequency `w = a n^(1/2)` of a density `n` without gradient. -/
def frequency (a n : ℝ) : ℝ := a * n ^ (1 / 2 : ℝ)

/-- The local damping `k = c n^(1/6)`, where `c` is proportional to the parameter `b`. -/
def damping (c n : ℝ) : ℝ := c * n ^ (1 / 6 : ℝ)

/-- A kernel `Φ` evaluated for two densities without gradients at distance `R`. -/
def pairKernel (Φ : ℝ → ℝ → ℝ → ℝ → ℝ → ℝ) (a c n n' R : ℝ) : ℝ :=
  Φ (frequency a n) (damping c n) (frequency a n') (damping c n') R

/-- The nonlocal double sum over grid points `x i` with quadrature weights `q i` and
densities `n i`. -/
def energy {ι : Type*} [Fintype ι] (Φ : ℝ → ℝ → ℝ → ℝ → ℝ → ℝ) (a c : ℝ) (q n : ι → ℝ)
    (x : ι → EuclideanSpace ℝ (Fin 3)) : ℝ :=
  1 / 2 * ∑ i, ∑ j, q i * n i * (q j * n j) * pairKernel Φ a c (n i) (n j) (dist (x i) (x j))

/-- For positive dampings the two kernels differ only in the last factor of the denominator:
`k z + k' z'` in VV10 and `√(k k') (z + z')` in rVV10. -/
theorem kernel_forms {k k' : ℝ} (hk : 0 < k) (hk' : 0 < k') (w w' R : ℝ) :
    VV10 w k w' k' R = -3 / (2 * k * k' * stretch w k R * stretch w' k' R *
      (k * stretch w k R + k' * stretch w' k' R)) ∧
    rVV10 w k w' k' R = -3 / (2 * k * k' * stretch w k R * stretch w' k' R *
      (√(k * k') * (stretch w k R + stretch w' k' R))) := by
  have hg : ∀ v l : ℝ, 0 < l → v * R ^ 2 + l = l * stretch v l R := by
    intro v l hl
    have h : l * (v * R ^ 2 / l) = v * R ^ 2 := by field_simp
    unfold stretch
    linear_combination -h
  have hp : (k * k') ^ (3 / 2 : ℝ) = k * k' * √(k * k') := by
    rw [show (3 / 2 : ℝ) = 1 + 1 / 2 by norm_num, Real.rpow_add (mul_pos hk hk'),
      Real.rpow_one, ← Real.sqrt_eq_rpow]
  constructor
  · unfold VV10
    rw [hg w k hk, hg w' k' hk']
    congr 1
    ring
  · unfold rVV10
    rw [hp]
    congr 1
    ring

/-- If `k ≠ k'` and the ratios `w / k` are ordered like the dampings, rVV10 is strictly more
attractive than VV10, for positive dampings and nonnegative frequencies. -/
theorem rVV10_lt_VV10_of_ordered {w k w' k' : ℝ} (hw : 0 ≤ w) (hw' : 0 ≤ w') (hk : 0 < k)
    (hk' : 0 < k') (hne : k ≠ k') (hord : 0 ≤ (k - k') * (w / k - w' / k')) (R : ℝ) :
    rVV10 w k w' k' R < VV10 w k w' k' R := by
  have hz : 0 < stretch w k R := by unfold stretch; positivity
  have hz' : 0 < stretch w' k' R := by unfold stretch; positivity
  -- strict inequality of geometric and arithmetic mean
  have hs : √(k * k') < (k + k') / 2 := by
    have h0 := sub_ne_zero.2 hne
    have h1 : 0 < (k - k') ^ 2 := by positivity
    exact (Real.sqrt_lt' (by positivity)).2 (by nlinarith)
  -- Chebyshev's inequality for the two ordered pairs
  have hc : 0 ≤ (k - k') * (stretch w k R - stretch w' k' R) := by
    have h := mul_nonneg hord (sq_nonneg R)
    have e : (k - k') * (stretch w k R - stretch w' k' R)
        = (k - k') * (w / k - w' / k') * R ^ 2 := by unfold stretch; ring
    rwa [e]
  have key : √(k * k') * (stretch w k R + stretch w' k' R)
      < k * stretch w k R + k' * stretch w' k' R := by
    have h := mul_lt_mul_of_pos_right hs (add_pos hz hz')
    linarith
  have hP : 0 < 2 * k * k' * stretch w k R * stretch w' k' R := by positivity
  rw [(kernel_forms hk hk' w w' R).1, (kernel_forms hk hk' w w' R).2,
    div_lt_div_iff₀ (by positivity) (by positivity)]
  linarith [mul_lt_mul_of_pos_left key hP]

/-- For distinct positive densities without gradients and equal positive parameters, rVV10 is
strictly more attractive than VV10 at every distance. -/
theorem rVV10_lt_VV10 {a c n n' : ℝ} (ha : 0 < a) (hc : 0 < c) (hn : 0 < n) (hn' : 0 < n')
    (hne : n ≠ n') (R : ℝ) : pairKernel rVV10 a c n n' R < pairKernel VV10 a c n n' R := by
  have hcube : ∀ m : ℝ, 0 < m → m ^ (1 / 2 : ℝ) = (m ^ (1 / 6 : ℝ)) ^ 3 := by
    intro m hm
    rw [← Real.rpow_natCast, ← Real.rpow_mul hm.le]
    norm_num
  have hpne : n ^ (1 / 6 : ℝ) ≠ n' ^ (1 / 6 : ℝ) := by
    rcases lt_or_gt_of_ne hne with h | h
    · exact (Real.rpow_lt_rpow hn.le h (by norm_num)).ne
    · exact (Real.rpow_lt_rpow hn'.le h (by norm_num)).ne'
  have hp := Real.rpow_pos_of_pos hn (1 / 6)
  have hp' := Real.rpow_pos_of_pos hn' (1 / 6)
  unfold pairKernel frequency damping
  rw [hcube n hn, hcube n' hn']
  generalize n ^ (1 / 6 : ℝ) = p at *
  generalize n' ^ (1 / 6 : ℝ) = p' at *
  refine rVV10_lt_VV10_of_ordered (by positivity) (by positivity) (by positivity)
    (by positivity) (fun h => hpne (mul_left_cancel₀ hc.ne' h)) ?_ R
  -- w / k grows as the square of n^(1/6)
  have e : ∀ y : ℝ, 0 < y → a * y ^ 3 / (c * y) = a / c * y ^ 2 := by
    intro y hy
    field_simp
  rw [e p hp, e p' hp', show (c * p - c * p') * (a / c * p ^ 2 - a / c * p' ^ 2)
    = c * (a / c) * ((p - p') ^ 2 * (p + p')) by ring]
  positivity

/-- For `0 < k < k'`, `w' ≥ 0` and `R ≠ 0`, the order of the kernels is reversed as soon as the
frequency `w` at the point of smaller damping is large enough. -/
theorem VV10_lt_rVV10_of_large_frequency {k k' w' R : ℝ} (hk : 0 < k) (hkk : k < k')
    (hw' : 0 ≤ w') (hR : R ≠ 0) : ∃ W, ∀ w, W < w → VV10 w k w' k' R < rVV10 w k w' k' R := by
  have hk' := hk.trans hkk
  have hz' : 0 < stretch w' k' R := by unfold stretch; positivity
  have h1 : k < √(k * k') := (Real.lt_sqrt hk.le).2 (by nlinarith)
  have h2 : √(k * k') < k' := (Real.sqrt_lt' hk').2 (by nlinarith)
  have hQ : 0 < (k' - √(k * k')) * stretch w' k' R / (√(k * k') - k) :=
    div_pos (mul_pos (sub_pos.2 h2) hz') (sub_pos.2 h1)
  refine ⟨(k' - √(k * k')) * stretch w' k' R / (√(k * k') - k) * k / R ^ 2, fun w hw => ?_⟩
  rw [div_lt_iff₀ (by positivity), ← lt_div_iff₀ hk] at hw
  have h3 : (k' - √(k * k')) * stretch w' k' R / (√(k * k') - k) < stretch w k R := by
    unfold stretch at hw ⊢
    linarith
  have hz := hQ.trans h3
  rw [div_lt_iff₀ (sub_pos.2 h1)] at h3
  have key : k * stretch w k R + k' * stretch w' k' R
      < √(k * k') * (stretch w k R + stretch w' k' R) := by linarith
  have hP : 0 < 2 * k * k' * stretch w k R * stretch w' k' R := by positivity
  rw [(kernel_forms hk hk' w w' R).1, (kernel_forms hk hk' w w' R).2,
    div_lt_div_iff₀ (by positivity) (by positivity)]
  linarith [mul_lt_mul_of_pos_left key hP]

/-- For dampings `c p` and `c p'` with `c, p, p' > 0`, the denominator of the rVV10 kernel is a
cubic polynomial in `c`. -/
theorem rVV10_scaled {c p p' : ℝ} (hc : 0 < c) (hp : 0 < p) (hp' : 0 < p') (w w' R : ℝ) :
    rVV10 w (c * p) w' (c * p') R = -3 / (2 * ((w * R ^ 2 + c * p) * (w' * R ^ 2 + c * p') *
      (√(p * p') * (w * R ^ 2 / p + w' * R ^ 2 / p' + c * 2)))) := by
  have hs : √(c * p * (c * p')) = c * √(p * p') := by
    rw [show c * p * (c * p') = c ^ 2 * (p * p') by ring, Real.sqrt_mul (sq_nonneg c),
      Real.sqrt_sq hc.le]
  have e : ∀ v l : ℝ, c * stretch v (c * l) R = c + v * R ^ 2 / l := by
    intro v l
    unfold stretch
    rw [mul_add, mul_one, ← mul_div_assoc, mul_div_mul_left _ _ hc.ne']
  have hg : ∀ v l : ℝ, 0 < l → v * R ^ 2 + c * l = c * l * stretch v (c * l) R := by
    intro v l hl
    have h : l * (v * R ^ 2 / l) = v * R ^ 2 := by field_simp
    linear_combination -h - l * e v l
  rw [(kernel_forms (mul_pos hc hp) (mul_pos hc hp') w w' R).2, hs, hg w p hp, hg w' p' hp']
  congr 1
  linear_combination (2 * (c * p) * (c * p') * stretch w (c * p) R * stretch w' (c * p') R *
    √(p * p')) * (e w p + e w' p')

/-- For nonnegative frequencies and `p, p' > 0`, the rVV10 kernel with dampings `c p` and `c p'`
increases strictly and continuously with `c > 0` and tends to zero for large `c`. -/
theorem rVV10_weakens {w w' p p' : ℝ} (hw : 0 ≤ w) (hw' : 0 ≤ w') (hp : 0 < p) (hp' : 0 < p')
    (R : ℝ) : StrictMonoOn (fun c => rVV10 w (c * p) w' (c * p') R) (Set.Ioi 0) ∧
      ContinuousOn (fun c => rVV10 w (c * p) w' (c * p') R) (Set.Ioi 0) ∧
      Tendsto (fun c => rVV10 w (c * p) w' (c * p') R) atTop (𝓝 0) := by
  have hS : 0 < √(p * p') := Real.sqrt_pos.2 (mul_pos hp hp')
  refine ⟨?_, ?_, ?_⟩
  · intro c hc d hd hcd
    have hc0 : 0 < c := hc
    have hd0 : 0 < d := hd
    have h1 : w * R ^ 2 + c * p < w * R ^ 2 + d * p := by
      linarith [mul_lt_mul_of_pos_right hcd hp]
    have h2 : w' * R ^ 2 + c * p' < w' * R ^ 2 + d * p' := by
      linarith [mul_lt_mul_of_pos_right hcd hp']
    have h3 : √(p * p') * (w * R ^ 2 / p + w' * R ^ 2 / p' + c * 2)
        < √(p * p') * (w * R ^ 2 / p + w' * R ^ 2 / p' + d * 2) :=
      mul_lt_mul_of_pos_left (by linarith) hS
    have h4 := mul_lt_mul'' (mul_lt_mul'' h1 h2 (by positivity) (by positivity)) h3
      (by positivity) (by positivity)
    change rVV10 w (c * p) w' (c * p') R < rVV10 w (d * p) w' (d * p') R
    rw [rVV10_scaled hc0 hp hp', rVV10_scaled hd0 hp hp',
      div_lt_div_iff₀ (by positivity) (by positivity)]
    linarith
  · refine ContinuousOn.congr (ContinuousOn.div continuousOn_const
      (Continuous.continuousOn (by fun_prop)) ?_) (fun c hc => rVV10_scaled hc hp hp' w w' R)
    intro c hc
    have hc0 : 0 < c := hc
    positivity
  · have h : ∀ A l : ℝ, 0 < l → Tendsto (fun c : ℝ => A + c * l) atTop atTop :=
      fun A l hl => tendsto_atTop_add_const_left _ _ (tendsto_id.atTop_mul_const hl)
    have hD := (((h (w * R ^ 2) p hp).atTop_mul_atTop₀ (h (w' * R ^ 2) p' hp')).atTop_mul_atTop₀
      ((h (w * R ^ 2 / p + w' * R ^ 2 / p') 2 two_pos).const_mul_atTop hS)).const_mul_atTop
      (two_pos : (0 : ℝ) < 2)
    exact (hD.const_div_atTop (-3)).congr' ((eventually_gt_atTop 0).mono
      fun c hc => (rVV10_scaled hc hp hp' w w' R).symm)

variable {ι : Type*} [Fintype ι] {q n : ι → ℝ}

/-- With positive weights and densities, a kernel that is nowhere higher and is lower for one
pair of grid points gives a lower energy. -/
theorem energy_lt_energy {Φ Ψ : ℝ → ℝ → ℝ → ℝ → ℝ → ℝ} {a c d : ℝ}
    {x : ι → EuclideanSpace ℝ (Fin 3)} (hq : ∀ i, 0 < q i) (hn : ∀ i, 0 < n i)
    (hle : ∀ i j, pairKernel Φ a c (n i) (n j) (dist (x i) (x j))
      ≤ pairKernel Ψ a d (n i) (n j) (dist (x i) (x j))) (i j : ι)
    (hlt : pairKernel Φ a c (n i) (n j) (dist (x i) (x j))
      < pairKernel Ψ a d (n i) (n j) (dist (x i) (x j))) :
    energy Φ a c q n x < energy Ψ a d q n x := by
  have hm : ∀ i j, 0 < q i * n i * (q j * n j) :=
    fun i j => mul_pos (mul_pos (hq i) (hn i)) (mul_pos (hq j) (hn j))
  have ht := fun i j => mul_le_mul_of_nonneg_left (hle i j) (hm i j).le
  unfold energy
  refine mul_lt_mul_of_pos_left ?_ (by norm_num)
  exact Finset.sum_lt_sum (fun i _ => Finset.sum_le_sum fun j _ => ht i j)
    ⟨i, Finset.mem_univ i, Finset.sum_lt_sum (fun j _ => ht i j)
      ⟨j, Finset.mem_univ j, mul_lt_mul_of_pos_left hlt (hm i j)⟩⟩

/-- Without gradients and at equal positive parameters, the rVV10 energy of a nonuniform positive
density on a grid with positive weights lies strictly below the VV10 energy. -/
theorem energy_rVV10_lt {a c : ℝ} (ha : 0 < a) (hc : 0 < c) (hq : ∀ i, 0 < q i)
    (hn : ∀ i, 0 < n i) (x : ι → EuclideanSpace ℝ (Fin 3)) {i j : ι} (hij : n i ≠ n j) :
    energy rVV10 a c q n x < energy VV10 a c q n x := by
  refine energy_lt_energy hq hn (fun i j => ?_) i j (rVV10_lt_VV10 ha hc (hn i) (hn j) hij _)
  by_cases h : n i = n j
  · -- at equal densities the kernels coincide
    have hk : 0 < damping c (n j) := mul_pos hc (Real.rpow_pos_of_pos (hn j) _)
    rw [h]
    unfold pairKernel
    rw [(kernel_forms hk hk _ _ _).1, (kernel_forms hk hk _ _ _).2,
      Real.sqrt_mul_self hk.le, mul_add (damping c (n j))]
  · exact (rVV10_lt_VV10 ha hc (hn i) (hn j) h _).le

/-- For a nonuniform positive density without gradients, on a grid with positive weights and for
`a, c > 0`, exactly one positive damping parameter makes the rVV10 energy equal to the VV10
energy at `c`, and it is larger than `c`. -/
theorem refitted_damping_larger {a c : ℝ} (ha : 0 < a) (hc : 0 < c) (hq : ∀ i, 0 < q i)
    (hn : ∀ i, 0 < n i) (x : ι → EuclideanSpace ℝ (Fin 3)) {i j : ι} (hij : n i ≠ n j) :
    ∃ c', c < c' ∧ energy rVV10 a c' q n x = energy VV10 a c q n x ∧
      ∀ d, 0 < d → energy rVV10 a d q n x = energy VV10 a c q n x → d = c' := by
  have hw : ∀ i, 0 < frequency a (n i) := fun i => mul_pos ha (Real.rpow_pos_of_pos (hn i) _)
  have hk : ∀ i, 0 < damping c (n i) := fun i => mul_pos hc (Real.rpow_pos_of_pos (hn i) _)
  have W := fun i j => rVV10_weakens (hw i).le (hw j).le (Real.rpow_pos_of_pos (hn i) (1 / 6))
    (Real.rpow_pos_of_pos (hn j) (1 / 6)) (dist (x i) (x j))
  have hmono : ∀ d e, 0 < d → d < e → energy rVV10 a d q n x < energy rVV10 a e q n x :=
    fun d e hd hde => energy_lt_energy hq hn
      (fun i j => ((W i j).1 hd (hd.trans hde) hde).le) i j ((W i j).1 hd (hd.trans hde) hde)
  have hcont : ContinuousOn (fun d => energy rVV10 a d q n x) (Set.Ioi 0) := by
    unfold energy pairKernel damping
    exact continuousOn_const.mul (continuousOn_finsetSum _ fun i _ =>
      continuousOn_finsetSum _ fun j _ => continuousOn_const.mul (W i j).2.1)
  have hlim : Tendsto (fun d => energy rVV10 a d q n x) atTop (𝓝 0) := by
    have h : Tendsto (fun d => energy rVV10 a d q n x) atTop
        (𝓝 (1 / 2 * ∑ i, ∑ j, q i * n i * (q j * n j) * 0)) := by
      unfold energy pairKernel damping
      exact tendsto_const_nhds.mul (tendsto_finsetSum _ fun i _ =>
        tendsto_finsetSum _ fun j _ => tendsto_const_nhds.mul (W i j).2.2)
    simpa using h
  -- the VV10 energy is negative, so rVV10 with large damping lies above it
  have hneg : energy VV10 a c q n x < 0 := by
    have hv : ∀ i j, pairKernel VV10 a c (n i) (n j) (dist (x i) (x j)) < 0 := by
      intro i j
      have h1 := hw i
      have h2 := hw j
      have h3 := hk i
      have h4 := hk j
      unfold pairKernel VV10
      exact div_neg_of_neg_of_pos (by norm_num) (by positivity)
    have h0 : energy (fun _ _ _ _ _ => 0) a c q n x = 0 := by simp [energy, pairKernel]
    rw [← h0]
    exact energy_lt_energy hq hn (fun i j => (hv i j).le) i j (hv i j)
  obtain ⟨M, hM, hcM⟩ := ((hlim.eventually (lt_mem_nhds hneg)).and (eventually_gt_atTop c)).exists
  obtain ⟨c', hc', he⟩ := intermediate_value_Ioo hcM.le
    (hcont.mono fun d hd => lt_of_lt_of_le hc hd.1) ⟨energy_rVV10_lt ha hc hq hn x hij, hM⟩
  have he' : energy rVV10 a c' q n x = energy VV10 a c q n x := he
  refine ⟨c', hc'.1, he', fun d hd hde => ?_⟩
  rcases lt_trichotomy d c' with h | h | h
  · linarith [hmono d c' hd h]
  · exact h
  · linarith [hmono c' d (hc.trans hc'.1) h]

end

end RVV10Overattraction
```

```lean
#print axioms RVV10Overattraction.rVV10_lt_VV10
-- 'RVV10Overattraction.rVV10_lt_VV10' depends on axioms: [propext, Classical.choice, Quot.sound]
#print axioms RVV10Overattraction.VV10_lt_rVV10_of_large_frequency
-- 'RVV10Overattraction.VV10_lt_rVV10_of_large_frequency' depends on axioms: [propext, Classical.choice, Quot.sound]
#print axioms RVV10Overattraction.refitted_damping_larger
-- 'RVV10Overattraction.refitted_damping_larger' depends on axioms: [propext, Classical.choice, Quot.sound]
```

## From kernel inequality to unique refit

`kernel_forms` extracts the common denominator factor. In `rVV10_lt_VV10_of_ordered`, `hs` is the strict inequality of the means, `hc` is the ordering term, and `key` combines them; `div_lt_div_iff₀` then turns the comparison of fractions into one of products. `rVV10_lt_VV10` checks the ordering by writing $n^{1/2}=p^3$, which reduces it to the sign of $(p-p')^2(p+p')$.

`VV10_lt_rVV10_of_large_frequency` proves the reversal for general $0<k<k'$ and $R\ne0$. It solves $(\sqrt{kk'}-k)z>(k'-\sqrt{kk'})z'$ for a threshold on $w$.

`rVV10_scaled` supplies the polynomial denominator in $c$, from which `rVV10_weakens` obtains monotonicity, continuity and the limit. `energy_lt_energy` carries kernel inequalities over to the double sum, and `energy_rVV10_lt` applies it after treating equal densities separately. In the final theorem, `hlim` and `hneg` provide an upper parameter `M` at which rVV10 lies above the target. `intermediate_value_Ioo` places `c'` strictly between `c` and `M`, and `hmono` excludes any other solution.
